# Gaussian disorder in the driving energy raises the apparent temperature in the ratio of averaged Marcus rates

In a disordered molecular solid, a charge hops between pairs of sites whose energy differences vary from pair to pair and stay frozen on the time scale of the hop. On any one pair, the forward and backward rates have the ratio that detailed balance requires at the temperature of the sample. An experiment or a simulation may report only rates averaged over many pairs. Does the ratio of the averaged rates still give the Boltzmann factor of the mean energy difference?

For Marcus rates and a Gaussian spread of energy differences it does not, unless the mean is zero. Let $m$ be the mean and $s$ the standard deviation of the energy difference, $\lambda$ the reorganization energy and $kT$ the thermal energy. Every pair counts equally in the averages. With $K(m)$ the averaged forward rate and $K(-m)$ the averaged backward rate, up to a common constant prefactor,

$$\frac{K(m)}{K(-m)}=\exp\left(-\frac{2\lambda m}{2\lambda kT+s^2}\right).$$

This is a Boltzmann factor at the higher thermal energy $kT+s^2/(2\lambda)$.

## Marcus hops with a Gaussian spread of driving energies

The driving energy $E$ is the free energy change of the forward hop, so a downhill hop has $E<0$. Many texts use "driving force" for $-E$. The backward hop on the same pair has driving energy $-E$.

```lean
import Mathlib

open MeasureTheory

namespace StaticDisorderDetailedBalance

noncomputable section
```

The Marcus factor is $w(E)=\exp[-(\lambda+E)^2/(4\lambda kT)]$. The code writes `lam` for $\lambda$ and treats `kT` as a single real variable, an energy. The usual prefactor, which contains the electronic coupling, is left out. It cancels in the ratio if it is the same for all pairs and both directions.

```lean
/-- The Marcus factor of a hop with driving energy `E`, reorganization energy `lam` and
thermal energy `kT`, for `lam` and `kT` nonzero. -/
def marcusFactor (lam kT E : ℝ) : ℝ :=
  Real.exp (-(lam + E) ^ 2 / (4 * lam * kT))
```

The ensemble of pairs has the normalised density $g_m(E)=\exp[-(E-m)^2/(2s^2)]/\sqrt{2\pi s^2}$.

```lean
/-- The Gaussian density of driving energies with mean `m` and standard deviation `s`,
for `s > 0`. -/
def disorderDensity (m s E : ℝ) : ℝ :=
  Real.exp (-(E - m) ^ 2 / (2 * s ^ 2)) / Real.sqrt (2 * Real.pi * s ^ 2)
```

The averaged rate is the integral $K(m)=\int w(E)\,g_m(E)\,dE$ over the whole real line. In `averagedRate` it is defined as this integral, and its closed form is proved later.

```lean
/-- The Marcus factor averaged over static Gaussian disorder of mean `m` and standard
deviation `s`, for `lam`, `kT`, `s > 0`. -/
def averagedRate (lam kT s m : ℝ) : ℝ :=
  ∫ E : ℝ, marcusFactor lam kT E * disorderDensity m s E
```

The hypotheses do not cover the step from this average to a measured rate: every pair counts with equal weight, whatever the occupation of its sites. An equilibrium flux weights each rate by the population of the starting site, and such fluxes balance on every pair. The result is therefore no violation of thermodynamics.

## Positive $\lambda$ and $kT$: balance on each pair

The reorganization energy is the cost of deforming the surroundings to the geometry of the other charge state without moving the charge. In the harmonic model behind the Marcus factor, its positivity says that the initial geometry is a stable minimum and differs from that of the other charge state. Positive $kT$ is an ordinary temperature. Together they make $w$ a bell-shaped function of $E$ with variance $2\lambda kT$, centred at $-\lambda$.

For one pair, subtracting the exponents of the forward and backward factors gives

$$\frac{-(\lambda+E)^2+(\lambda-E)^2}{4\lambda kT}=-\frac{4\lambda E}{4\lambda kT}=-\frac{E}{kT},$$

so $w(E)=e^{-E/kT}\,w(-E)$. The theorem below states this product form. Its proof merges the two exponentials on the right and compares exponents; `field_simp` uses the two hypotheses to clear the denominators, and `ring` checks the polynomial identity.

```lean
/-- For positive reorganization and thermal energies, the forward and backward Marcus factors
of a single pair of sites obey detailed balance. -/
theorem marcusFactor_detailed_balance {lam kT : ℝ} (hl : 0 < lam) (hT : 0 < kT) (E : ℝ) :
    marcusFactor lam kT E = Real.exp (-E / kT) * marcusFactor lam kT (-E) := by
  unfold marcusFactor
  rw [← Real.exp_add]
  congr 1
  field_simp
  ring
```

This step would work for any nonzero $\lambda$ and $kT$; the average asks for more. If $\lambda$ were negative at positive $kT$, the factor $w$ would grow like an inverted Gaussian, and the average would diverge as soon as $s^2\ge 2|\lambda|kT$. If $\lambda$ tends to zero from above at fixed $s$, the ratio of averages tends to 1 and the apparent thermal energy grows without bound.

## The backward average needs no condition on the parameters

The ratio $K(m)/K(-m)$ compares forward and backward rates only if $K(-m)$ is the backward rate averaged over the same pairs. That average is $\int w(-E)\,g_m(E)\,dE$. Substituting $E\to-E$ turns it into $\int w(E)\,g_m(-E)\,dE$, and $g_m(-E)=g_{-m}(E)$ because $(-E-m)^2=(E+m)^2$. The result is $K(-m)$.

In the proof, `hd` is the symmetry of the density and `integral_neg_eq_self` is the reflection of the integration variable. No positivity is assumed.

```lean
/-- The backward Marcus factor, averaged over the disorder of mean `m`, is the averaged rate
at mean `-m`. -/
theorem averaged_backward_rate (lam kT s m : ℝ) :
    ∫ E : ℝ, marcusFactor lam kT (-E) * disorderDensity m s E
      = averagedRate lam kT s (-m) := by
  have hd : ∀ E, disorderDensity (-m) s (-E) = disorderDensity m s E := by
    intro E
    unfold disorderDensity
    rw [show (-E - -m) ^ 2 = (E - m) ^ 2 by ring]
  -- reflect the integration variable
  have h := integral_neg_eq_self
    (fun E : ℝ => marcusFactor lam kT E * disorderDensity (-m) s E) volume
  simp only [hd] at h
  exact h
```

A different quantity appears if one averages the single-pair ratio in place of the rates. The mean of $e^{-E/kT}$ over the ensemble is $\exp[-m/kT+s^2/(2(kT)^2)]$, which for positive $\lambda$, $kT$ and $s$ is never the Boltzmann factor of the mean, and equals the ratio of averages only at $m=\lambda+s^2/(2kT)$. In general, averaging and division do not commute.

## Positive $s$: disorder that broadens the Marcus factor

The hypothesis $s>0$ says that the pairs really differ. By hand, it enters when the two Gaussians are multiplied. Write $v=2\lambda kT$ and $D=v+s^2$, and set

$$b=\frac{D}{2vs^2},\qquad c=\frac{vm-s^2\lambda}{D}.$$

Expanding the sum of the two squares gives

$$\frac{(\lambda+E)^2}{2v}+\frac{(E-m)^2}{2s^2}=bE^2-2bcE+\frac{\lambda^2}{2v}+\frac{m^2}{2s^2}.$$

The first two terms are $b(E-c)^2-bc^2$. The constant that remains is

$$\frac{\lambda^2}{2v}+\frac{m^2}{2s^2}-bc^2=\frac{(s^2\lambda^2+vm^2)D-(vm-s^2\lambda)^2}{2vs^2D}=\frac{(\lambda+m)^2}{2D},$$

since the middle numerator reduces to $vs^2(\lambda+m)^2$. The integral over $E$ is a shifted Gaussian with value $\sqrt{\pi/b}=\sqrt{2\pi vs^2/D}$. Dividing by $\sqrt{2\pi s^2}$ gives

$$K(m)=\sqrt{\frac{v}{D}}\,\exp\left(-\frac{(\lambda+m)^2}{2D}\right).$$

The disorder variance has been added to the thermal variance.

The proof takes the same route with the same $b$ and $c$. The identity `hexp` completes the square, and `hpt` carries it over to the product of the two functions. Then `hshift` moves the centre to zero and applies the Gaussian integral, and `hsq` simplifies the prefactor. All three positivity hypotheses enter through the denominators and through `hbpos`, which says $b>0$.

```lean
/-- For positive `lam`, `kT` and `s`, the averaged rate is a Gaussian in the mean driving
energy, with the thermal variance `2 lam kT` increased by the disorder variance `s ^ 2`. -/
theorem averagedRate_eq {lam kT s : ℝ} (hl : 0 < lam) (hT : 0 < kT) (hs : 0 < s) (m : ℝ) :
    averagedRate lam kT s m
      = Real.sqrt (2 * lam * kT / (2 * lam * kT + s ^ 2))
        * Real.exp (-(lam + m) ^ 2 / (2 * (2 * lam * kT + s ^ 2))) := by
  have hD : 0 < 2 * lam * kT + s ^ 2 := by positivity
  have hD' := hD.ne'
  obtain ⟨b, hb⟩ : ∃ b, b = (2 * lam * kT + s ^ 2) / (4 * lam * kT * s ^ 2) := ⟨_, rfl⟩
  obtain ⟨c, hc⟩ : ∃ c, c = (2 * lam * kT * m - s ^ 2 * lam) / (2 * lam * kT + s ^ 2) :=
    ⟨_, rfl⟩
  have hbpos : 0 < b := by rw [hb]; positivity
  -- complete the square in the driving energy
  have hexp : ∀ E : ℝ, -(lam + E) ^ 2 / (4 * lam * kT) + -(E - m) ^ 2 / (2 * s ^ 2)
      = -(lam + m) ^ 2 / (2 * (2 * lam * kT + s ^ 2)) + -b * (E - c) ^ 2 := by
    intro E
    rw [hb, hc]
    field_simp
    ring
  have hpt : ∀ E : ℝ, marcusFactor lam kT E * disorderDensity m s E
      = Real.exp (-(lam + m) ^ 2 / (2 * (2 * lam * kT + s ^ 2)))
        / Real.sqrt (2 * Real.pi * s ^ 2) * Real.exp (-b * (E - c) ^ 2) := by
    intro E
    unfold marcusFactor disorderDensity
    rw [mul_div_assoc', ← Real.exp_add, hexp, Real.exp_add]
    ring
  -- the remaining integral is a shifted Gaussian
  have hshift : ∫ E : ℝ, Real.exp (-b * (E - c) ^ 2) = Real.sqrt (Real.pi / b) := by
    have h := integral_sub_right_eq_self (μ := volume)
      (fun x : ℝ => Real.exp (-b * x ^ 2)) c
    exact h.trans (integral_gaussian b)
  have hsq : Real.sqrt (2 * lam * kT / (2 * lam * kT + s ^ 2))
      = Real.sqrt (Real.pi / b) / Real.sqrt (2 * Real.pi * s ^ 2) := by
    rw [← Real.sqrt_div (by positivity)]
    congr 1
    rw [hb]
    field_simp
    ring
  simp only [averagedRate, hpt]
  rw [integral_const_mul, hshift, hsq]
  ring
```

The prefactor does not depend on $m$, so it cancels in the ratio. The exponents leave

$$\frac{-(\lambda+m)^2+(\lambda-m)^2}{2D}=-\frac{2\lambda m}{D}.$$

In the proof, `hne` records that the common prefactor is nonzero, which permits the cancellation; the rest is the subtraction of exponents.

```lean
/-- For positive `lam`, `kT` and `s`, the ratio of the averaged rates at opposite mean driving
energies is `exp (-2 lam m / (2 lam kT + s ^ 2))`. -/
theorem averagedRate_ratio {lam kT s : ℝ} (hl : 0 < lam) (hT : 0 < kT) (hs : 0 < s) (m : ℝ) :
    averagedRate lam kT s m / averagedRate lam kT s (-m)
      = Real.exp (-(2 * lam * m) / (2 * lam * kT + s ^ 2)) := by
  have hD : 0 < 2 * lam * kT + s ^ 2 := by positivity
  have hD' := hD.ne'
  have hne : Real.sqrt (2 * lam * kT / (2 * lam * kT + s ^ 2)) ≠ 0 :=
    (Real.sqrt_pos.mpr (by positivity)).ne'
  rw [averagedRate_eq hl hT hs m, averagedRate_eq hl hT hs (-m),
    mul_div_mul_left _ _ hne, ← Real.exp_sub]
  congr 1
  field_simp
  ring
```

As $s$ tends to zero, $D$ tends to $2\lambda kT$ and the ratio tends to $e^{-m/kT}$: identical pairs obey detailed balance together as they do singly. In the opposite limit, $s^2\gg2\lambda kT$, the apparent thermal energy is close to $s^2/(2\lambda)$ and hardly depends on the temperature of the sample. These limits are read off from the closed formula and are not stated as theorems.

At $s=0$ itself, Lean's division by zero makes `disorderDensity` vanish everywhere, so the definition does not represent a sharp distribution there. Since only $s^2$ enters, $s\neq0$ would be enough; the positive sign is the convention for a standard deviation.

## Nonzero $m$: a wrong temperature that can be seen

The condition $m\neq0$ says that the forward hop is uphill or downhill on average. At $m=0$ the two averaged rates are equal, their ratio is 1, and this agrees with a Boltzmann factor at every temperature. A symmetric ensemble therefore carries no information about the apparent temperature.

For $m\neq0$, suppose the ratio equals $e^{-m/T'}$ for some $T'>0$, where $T'$ is an energy like $kT$, despite its letter. Comparing exponents gives $2\lambda m/D=m/T'$. Cancelling $m$ leaves

$$T'=\frac{D}{2\lambda}=kT+\frac{s^2}{2\lambda},$$

and each step can be reversed.

The next theorem states this as an equivalence. Its proof inserts the ratio, uses the injectivity of the exponential and clears the denominators, which is where the positivity of `T'` is used. The hypothesis `hm` enters in the forward direction alone, where `mul_left_cancel₀` cancels $m$. The reverse direction substitutes the value of $T'$.

```lean
/-- For positive `lam`, `kT`, `s` and nonzero mean driving energy, the ratio of averaged rates
is a Boltzmann factor at the positive thermal energy `T'` exactly when
`T' = kT + s ^ 2 / (2 lam)`. -/
theorem apparent_temperature_iff {lam kT s m T' : ℝ} (hl : 0 < lam) (hT : 0 < kT)
    (hs : 0 < s) (hm : m ≠ 0) (hT' : 0 < T') :
    averagedRate lam kT s m / averagedRate lam kT s (-m) = Real.exp (-m / T')
      ↔ T' = kT + s ^ 2 / (2 * lam) := by
  have hD : 0 < 2 * lam * kT + s ^ 2 := by positivity
  have h2l : 2 * lam ≠ 0 := by positivity
  rw [averagedRate_ratio hl hT hs, Real.exp_eq_exp, div_eq_div_iff hD.ne' hT'.ne']
  constructor
  · intro h
    -- cancel the nonzero mean driving energy
    have h2 : 2 * lam * T' = 2 * lam * kT + s ^ 2 :=
      mul_left_cancel₀ hm (by linear_combination -h)
    have h3 : s ^ 2 / (2 * lam) = T' - kT := by
      rw [div_eq_iff h2l]
      linear_combination -h2
    linarith
  · intro h
    have h3 : s ^ 2 / (2 * lam) * (2 * lam) = s ^ 2 := div_mul_cancel₀ _ h2l
    rw [h]
    linear_combination -m * h3
```

The main theorem joins two statements for positive $\lambda$, $kT$ and $s$. Its name refers to the averaged rates, whose ratio is not the Boltzmann factor of a nonzero mean; detailed balance on each pair is untouched. The formula for the ratio holds for every real $m$, zero included. The inequality with $e^{-m/kT}$ is an implication that starts from $m\neq0$.

For the second part, the proof assumes that the ratio equals the Boltzmann factor at $kT$ and applies the equivalence with $T'=kT$. This gives $kT=kT+s^2/(2\lambda)$, which contradicts $s^2/(2\lambda)>0$.

```lean
/-- For positive `lam`, `kT` and `s`, the averaged rates at `m` and `-m` have the ratio
`exp (-2 lam m / (2 lam kT + s ^ 2))`, which differs from the Boltzmann factor
`exp (-m / kT)` for every nonzero `m`. -/
theorem static_disorder_breaks_detailed_balance {lam kT s : ℝ} (hl : 0 < lam) (hT : 0 < kT)
    (hs : 0 < s) (m : ℝ) :
    averagedRate lam kT s m / averagedRate lam kT s (-m)
        = Real.exp (-(2 * lam * m) / (2 * lam * kT + s ^ 2))
      ∧ (m ≠ 0 →
        averagedRate lam kT s m / averagedRate lam kT s (-m) ≠ Real.exp (-m / kT)) := by
  refine ⟨averagedRate_ratio hl hT hs m, fun hm h => ?_⟩
  -- the apparent thermal energy would have to equal the true one
  have h1 := (apparent_temperature_iff hl hT hs hm hT).mp h
  have h2 : 0 < s ^ 2 / (2 * lam) := by positivity
  linarith
```

In kinetic Monte Carlo simulations of hopping transport, and in the analysis of electron-transfer rates, the result is a warning about unweighted averages. In this model, with one shared $\lambda$, one prefactor and Gaussian driving energies, a ratio of averaged rates that misses the Boltzmann factor of the mean does not by itself show that detailed balance fails on the pairs. Checking the rates pair by pair, before averaging, avoids the problem.

## Positive $m$: the direction of the deviation

If the forward hop is uphill on average, $m>0$, the deviation has a definite sign. Because $D>2\lambda kT$,

$$0<\frac{2\lambda m}{D}<\frac{m}{kT},$$

and therefore

$$e^{-m/kT}<\frac{K(m)}{K(-m)}<1.$$

The averaged forward rate is still the smaller one, but its ratio to the averaged backward rate is larger than the Boltzmann factor of the mean energy difference. For $m<0$ the two rates exchange roles and both inequalities turn round; at $m=0$ all three quantities are equal to 1, so the strict inequalities fail.

The proof reduces each bound to its exponent. For the lower one it cross-multiplies, and what remains is $ms^2>0$, the product supplied to `nlinarith`. For the upper one it shows that the exponent is negative.

```lean
/-- For positive `lam`, `kT`, `s` and positive mean driving energy `m`, the ratio of averaged
rates lies strictly between the Boltzmann factor `exp (-m / kT)` and one. -/
theorem averagedRate_ratio_bounds {lam kT s m : ℝ} (hl : 0 < lam) (hT : 0 < kT)
    (hs : 0 < s) (hm : 0 < m) :
    Real.exp (-m / kT) < averagedRate lam kT s m / averagedRate lam kT s (-m)
      ∧ averagedRate lam kT s m / averagedRate lam kT s (-m) < 1 := by
  have hD : 0 < 2 * lam * kT + s ^ 2 := by positivity
  rw [averagedRate_ratio hl hT hs]
  constructor
  · rw [Real.exp_lt_exp, div_lt_div_iff₀ hT hD]
    nlinarith [mul_pos hm (pow_pos hs 2)]
  · rw [Real.exp_lt_one_iff]
    have h : 0 < 2 * lam * m := by positivity
    exact div_neg_of_neg_of_pos (by linarith) hD

end

end StaticDisorderDetailedBalance
```

```lean
#print axioms StaticDisorderDetailedBalance.marcusFactor_detailed_balance
#print axioms StaticDisorderDetailedBalance.averaged_backward_rate
#print axioms StaticDisorderDetailedBalance.static_disorder_breaks_detailed_balance
#print axioms StaticDisorderDetailedBalance.averagedRate_ratio_bounds
```

```
'StaticDisorderDetailedBalance.marcusFactor_detailed_balance' depends on axioms: [propext, Classical.choice, Quot.sound]
'StaticDisorderDetailedBalance.averaged_backward_rate' depends on axioms: [propext, Classical.choice, Quot.sound]
'StaticDisorderDetailedBalance.static_disorder_breaks_detailed_balance' depends on axioms: [propext, Classical.choice, Quot.sound]
'StaticDisorderDetailedBalance.averagedRate_ratio_bounds' depends on axioms: [propext, Classical.choice, Quot.sound]
```
